# Nondegenerate eigenstates of a bilinear spin-1/2 dimer are maximally entangled

In a zero-field calculation on a dimer of two spins 1/2 with purely bilinear exchange, the local moments $\langle S_{1a}\rangle$ and $\langle S_{2a}\rangle$ of a nondegenerate level can be set to zero without evaluating them. If a program prints a moment for such a level that rounding cannot account for, its Hamiltonian contains a field term or the program has an error. For a spin 1/2, the vanishing of all three moments is equivalent to a statement about its density matrix: each spin, taken alone, is in the state $\tfrac12\mathbb 1$, however anisotropic the exchange may be.

## From time reversal to the reduced density matrices

Let $S_x,S_y,S_z$ be the spin-1/2 matrices in units of $\hbar$, and let

$$H=\sum_{a,b}A_{ab}\,S_a\otimes S_b$$

with $A$ a real $3\times3$ matrix, in units of energy. A state has amplitudes $\psi_{ij}$, where $i$ refers to the first spin and $j$ to the second, with 0 for up and 1 for down. The reduced density matrices are

$$(\rho_1)_{ik}=\sum_j\psi_{ij}\psi_{kj}^*,\qquad(\rho_2)_{jl}=\sum_i\psi_{ij}\psi_{il}^*.$$

Suppose that $\psi$ is normalised, that $H\psi=E\psi$, and that every solution of this equation at the same $E$ is a multiple of $\psi$.

Time reversal is $\Theta\psi=(F\otimes F)\psi^*$ with $F=\begin{pmatrix}0&1\\-1&0\end{pmatrix}=2iS_y$. The matrices $S_x$ and $S_z$ are real and anticommute with $F$, while $S_y$ is imaginary and commutes with it. In all three cases $FS_a^*=-S_aF$. A product of two spin components acquires two minus signs, and $A$ is real, so

$$\Theta H\psi=(F\otimes F)H^*\psi^*=H(F\otimes F)\psi^*=H\Theta\psi.$$

Since $E$ is real, $H\Theta\psi=\Theta(E\psi)=E\,\Theta\psi$. Nondegeneracy then gives $\Theta\psi=c\psi$ for some complex $c$, or in amplitudes

$$\psi_{11}^*=c\psi_{00},\quad-\psi_{10}^*=c\psi_{01},\quad-\psi_{01}^*=c\psi_{10},\quad\psi_{00}^*=c\psi_{11}.$$

The outer two relations give $|\psi_{00}|^2=c\,\psi_{00}\psi_{11}=|\psi_{11}|^2$, and the inner two give $|\psi_{01}|^2=-c\,\psi_{01}\psi_{10}=|\psi_{10}|^2$. The two populations of each spin are therefore equal, and since they add up to 1, each is $\tfrac12$. The coherences cancel:

$$(\rho_1)_{01}=\psi_{00}\psi_{10}^*+\psi_{01}\psi_{11}^*=-c\,\psi_{00}\psi_{01}+c\,\psi_{01}\psi_{00}=0,$$

$$(\rho_2)_{01}=\psi_{00}\psi_{01}^*+\psi_{10}\psi_{11}^*=-c\,\psi_{00}\psi_{10}+c\,\psi_{10}\psi_{00}=0.$$

The remaining entries are their complex conjugates, so $\rho_1=\rho_2=\tfrac12\mathbb 1$. The moments vanish because $\operatorname{tr}(\rho_1S_a)=\tfrac12\operatorname{tr}S_a=0$, and likewise for the second spin; this corollary is drawn here by hand and is not among the Lean theorems.

With $D=\psi_{00}\psi_{11}-\psi_{01}\psi_{10}$, the determinant of the amplitude matrix, $\det\rho_1=|D|^2$. Hence $|D|^2=\tfrac14$, and the pure-state concurrence $2|D|$ equals 1.

## The dimer and its states in Lean

```lean
import Mathlib

open Matrix
open scoped Kronecker

namespace AnisotropicDimerEntanglement

noncomputable section
```

The indices $x,y,z$ become 0, 1, 2 in `Fin 3`.

```lean
/-- The three spin-1/2 matrices, in units of ħ, in the basis up, down. -/
def spin : Fin 3 → Matrix (Fin 2) (Fin 2) ℂ :=
  ![!![0, 1/2; 1/2, 0], !![0, -Complex.I/2; Complex.I/2, 0], !![1/2, 0; 0, -1/2]]
```

The type of `A` makes the couplings real and imposes no symmetry. Isotropic exchange, symmetric anisotropy and the antisymmetric Dzyaloshinskii–Moriya term are all included. A Zeeman term, linear in the spins, is not.

```lean
/-- The general bilinear coupling `∑ A_ab S1a S2b` of two spins 1/2. -/
def exchange (A : Matrix (Fin 3) (Fin 3) ℝ) : Matrix (Fin 2 × Fin 2) (Fin 2 × Fin 2) ℂ :=
  ∑ a, ∑ b, (A a b : ℂ) • (spin a ⊗ₖ spin b)
```

States are functions on `Fin 2 × Fin 2`, so `ψ (0, 1)` is $\psi_{01}$, the up-down amplitude. The next definition is used for the two examples at the end.

```lean
/-- The two-spin state with the given amplitudes on up-up, up-down, down-up, down-down. -/
def twoSpin (a b c d : ℂ) : Fin 2 × Fin 2 → ℂ := fun p => !![a, b; c, d] p.1 p.2
```

The partial traces are written out as the sums given above.

```lean
/-- The reduced density matrix of the first spin: the second spin is traced out. -/
def reducedFirst (ψ : Fin 2 × Fin 2 → ℂ) : Matrix (Fin 2) (Fin 2) ℂ :=
  Matrix.of fun i k => ∑ j, ψ (i, j) * star (ψ (k, j))

/-- The reduced density matrix of the second spin: the first spin is traced out. -/
def reducedSecond (ψ : Fin 2 × Fin 2 → ℂ) : Matrix (Fin 2) (Fin 2) ℂ :=
  Matrix.of fun j l => ∑ i, ψ (i, j) * star (ψ (i, l))
```

The hypothesis on the level has three parts: normalisation, the eigenvalue equation and a one-dimensional eigenspace. The last is assumed of the level and has to be checked for a given $A$. Taking `E` real loses nothing, because $H$ is Hermitian.

```lean
/-- A unit eigenvector of `H` at energy `E` whose eigenspace is one-dimensional. -/
def IsNondegenerateEigenstate (H : Matrix (Fin 2 × Fin 2) (Fin 2 × Fin 2) ℂ) (E : ℝ)
    (ψ : Fin 2 × Fin 2 → ℂ) : Prop :=
  star ψ ⬝ᵥ ψ = 1 ∧ H *ᵥ ψ = (E : ℂ) • ψ ∧
    ∀ φ : Fin 2 × Fin 2 → ℂ, H *ᵥ φ = (E : ℂ) • φ → ∃ c : ℂ, φ = c • ψ
```

The matrix $F$ and the map $\Theta$ follow.

```lean
/-- The rotation of one spin by π about the y axis, up to sign. -/
def spinFlip : Matrix (Fin 2) (Fin 2) ℂ := !![0, 1; -1, 0]

/-- Time reversal of a two-spin state: complex conjugation, then a flip of both spins. -/
def timeReversal (ψ : Fin 2 × Fin 2 → ℂ) : Fin 2 × Fin 2 → ℂ :=
  (spinFlip ⊗ₖ spinFlip) *ᵥ star ψ
```

## The coupling commutes with time reversal

Two lemmas reduce equalities of states and of $2\times2$ matrices to their entries, and a third writes out the amplitudes of $H\psi$.

```lean
/-- Two states with the same four amplitudes are equal. -/
theorem state_ext {φ χ : Fin 2 × Fin 2 → ℂ} (h00 : φ (0, 0) = χ (0, 0))
    (h01 : φ (0, 1) = χ (0, 1)) (h10 : φ (1, 0) = χ (1, 0)) (h11 : φ (1, 1) = χ (1, 1)) :
    φ = χ := by
  funext ⟨i, j⟩
  fin_cases i <;> fin_cases j
  · exact h00
  · exact h01
  · exact h10
  · exact h11

/-- A 2x2 matrix with diagonal entries 1/2 and no coherences is half the identity. -/
theorem eq_half_identity {M : Matrix (Fin 2) (Fin 2) ℂ} (h00 : M 0 0 = 1/2)
    (h01 : M 0 1 = 0) (h10 : M 1 0 = 0) (h11 : M 1 1 = 1/2) : M = (1/2 : ℂ) • 1 := by
  ext i j
  fin_cases i <;> fin_cases j <;> simp [h00, h01, h10, h11]

/-- The amplitudes of the state obtained by applying the coupling. -/
theorem exchange_mulVec_apply (A : Matrix (Fin 3) (Fin 3) ℝ) (ψ : Fin 2 × Fin 2 → ℂ)
    (i j : Fin 2) : (exchange A *ᵥ ψ) (i, j) =
      ∑ k, ∑ l, (∑ a, ∑ b, (A a b : ℂ) * (spin a i k * spin b j l)) * ψ (k, l) := by
  simp only [exchange, Matrix.mulVec, dotProduct, Fintype.sum_prod_type, Matrix.sum_apply,
    Matrix.smul_apply, Matrix.kroneckerMap_apply, smul_eq_mul]
```

The relation $FS_a^*=-S_aF$ is checked entry by entry for the three components.

```lean
/-- Every component of a spin 1/2 changes sign under time reversal. -/
theorem spinFlip_mul_conj (a : Fin 3) :
    spinFlip * (spin a).map star = -(spin a * spinFlip) := by
  have h2 : (starRingEnd ℂ) 2 = 2 := Complex.ext (by simp) (by simp)
  ext i j
  fin_cases a <;> fin_cases i <;> fin_cases j <;>
    simp [h2, spinFlip, spin, Matrix.mul_apply, Fin.sum_univ_two] <;> ring
```

In the next proof, `hs` carries the complex conjugation through the matrix-vector product, and `hm` uses the reality of $A$ to move it onto the spin matrices alone. `hp` is the cancellation of the two minus signs.

```lean
/-- The bilinear coupling of two spins commutes with time reversal. -/
theorem timeReversal_exchange (A : Matrix (Fin 3) (Fin 3) ℝ) (ψ : Fin 2 × Fin 2 → ℂ) :
    timeReversal (exchange A *ᵥ ψ) = exchange A *ᵥ timeReversal ψ := by
  have hs : star (exchange A *ᵥ ψ) = (exchange A).map star *ᵥ star ψ := by
    ext p
    simp only [Pi.star_apply, Matrix.mulVec, dotProduct, star_sum, star_mul', Matrix.map_apply]
  have hm : (exchange A).map star =
      ∑ a, ∑ b, (A a b : ℂ) • ((spin a).map star ⊗ₖ (spin b).map star) := by
    ext p q
    simp [exchange, Matrix.sum_apply, Matrix.kroneckerMap_apply]
  -- the two sign changes cancel in each product of spin components
  have hp : ∀ a b, (spinFlip ⊗ₖ spinFlip) * ((spin a).map star ⊗ₖ (spin b).map star) =
      (spin a ⊗ₖ spin b) * (spinFlip ⊗ₖ spinFlip) := by
    intro a b
    rw [← Matrix.mul_kronecker_mul, ← Matrix.mul_kronecker_mul, spinFlip_mul_conj a,
      spinFlip_mul_conj b]
    ext p q
    simp only [Matrix.kroneckerMap_apply, Matrix.neg_apply, neg_mul_neg]
  unfold timeReversal
  rw [hs, Matrix.mulVec_mulVec, Matrix.mulVec_mulVec, hm, exchange]
  congr 1
  simp only [Finset.mul_sum, Finset.sum_mul, Matrix.mul_smul, Matrix.smul_mul, hp]
```

## Equal populations and vanishing coherences

The facts `h00` to `h11` are the four amplitude relations. Each `linear_combination` then states which multiples of them give the required entry. For $(\rho_1)_{01}$ these are $\psi_{01}$ times `h00` minus $\psi_{00}$ times `h01`, as in the calculation by hand. For a population, half the normalisation condition is combined with the relations that make the two populations equal.

```lean
/-- A unit state that time reversal maps to a multiple of itself has both single-spin
density matrices equal to half the identity. -/
theorem reduced_of_timeReversal {ψ : Fin 2 × Fin 2 → ℂ} {c : ℂ} (hn : star ψ ⬝ᵥ ψ = 1)
    (h : timeReversal ψ = c • ψ) :
    reducedFirst ψ = (1/2 : ℂ) • 1 ∧ reducedSecond ψ = (1/2 : ℂ) • 1 := by
  have h00 : star (ψ (1, 1)) = c * ψ (0, 0) := by
    simpa [timeReversal, spinFlip, Matrix.mulVec, dotProduct, Fintype.sum_prod_type]
      using congrFun h (0, 0)
  have h01 : -star (ψ (1, 0)) = c * ψ (0, 1) := by
    simpa [timeReversal, spinFlip, Matrix.mulVec, dotProduct, Fintype.sum_prod_type]
      using congrFun h (0, 1)
  have h10 : -star (ψ (0, 1)) = c * ψ (1, 0) := by
    simpa [timeReversal, spinFlip, Matrix.mulVec, dotProduct, Fintype.sum_prod_type]
      using congrFun h (1, 0)
  have h11 : star (ψ (0, 0)) = c * ψ (1, 1) := by
    simpa [timeReversal, spinFlip, Matrix.mulVec, dotProduct, Fintype.sum_prod_type]
      using congrFun h (1, 1)
  simp only [dotProduct, Fintype.sum_prod_type, Fin.sum_univ_two, Pi.star_apply] at hn
  -- populations are equal and coherences cancel
  constructor <;> apply eq_half_identity <;>
    simp only [reducedFirst, reducedSecond, Matrix.of_apply, Fin.sum_univ_two]
  · linear_combination (1/2) * hn + (1/2) * (ψ (0, 0) * h11 - ψ (0, 1) * h10
      + ψ (1, 0) * h01 - ψ (1, 1) * h00)
  · linear_combination ψ (0, 1) * h00 - ψ (0, 0) * h01
  · linear_combination ψ (1, 0) * h11 - ψ (1, 1) * h10
  · linear_combination (1/2) * hn - (1/2) * (ψ (0, 0) * h11 - ψ (0, 1) * h10
      + ψ (1, 0) * h01 - ψ (1, 1) * h00)
  · linear_combination (1/2) * hn + (1/2) * (ψ (0, 0) * h11 - ψ (1, 0) * h01
      + ψ (0, 1) * h10 - ψ (1, 1) * h00)
  · linear_combination ψ (1, 0) * h00 - ψ (0, 0) * h10
  · linear_combination ψ (0, 1) * h11 - ψ (1, 1) * h01
  · linear_combination (1/2) * hn - (1/2) * (ψ (0, 0) * h11 - ψ (1, 0) * h01
      + ψ (0, 1) * h10 - ψ (1, 1) * h00)
```

The main theorem applies this lemma to the eigenstate. `ht` says that $\Theta\psi$ has energy $E$, and the nondegeneracy hypothesis `hd` supplies $c$.

```lean
/-- Every nondegenerate eigenstate of a bilinear coupling of two spins 1/2 has both
single-spin density matrices equal to half the identity. -/
theorem nondegenerate_maximally_entangled {A : Matrix (Fin 3) (Fin 3) ℝ} {E : ℝ}
    {ψ : Fin 2 × Fin 2 → ℂ} (h : IsNondegenerateEigenstate (exchange A) E ψ) :
    reducedFirst ψ = (1/2 : ℂ) • 1 ∧ reducedSecond ψ = (1/2 : ℂ) • 1 := by
  obtain ⟨hn, he, hd⟩ := h
  -- the time-reversed state has the same energy, hence is a multiple of ψ
  have ht : exchange A *ᵥ timeReversal ψ = (E : ℂ) • timeReversal ψ := by
    rw [← timeReversal_exchange, he]
    simp [timeReversal, Matrix.mulVec_smul, star_smul]
  obtain ⟨c, hc⟩ := hd _ ht
  exact reduced_of_timeReversal hn hc
```

The concurrence is stated directly by its formula for a pure state, so thermal mixtures of levels are not covered. `hdet` is the determinant identity with the value $\tfrac14$ inserted, and the last line takes the nonnegative root.

```lean
/-- The concurrence `2|ψ↑↑ ψ↓↓ - ψ↑↓ ψ↓↑|` of every nondegenerate eigenstate is 1. -/
theorem nondegenerate_concurrence {A : Matrix (Fin 3) (Fin 3) ℝ} {E : ℝ}
    {ψ : Fin 2 × Fin 2 → ℂ} (h : IsNondegenerateEigenstate (exchange A) E ψ) :
    2 * ‖ψ (0, 0) * ψ (1, 1) - ψ (0, 1) * ψ (1, 0)‖ = 1 := by
  have hr := (nondegenerate_maximally_entangled h).1
  have e00 := congrFun (congrFun hr 0) 0
  have e01 := congrFun (congrFun hr 0) 1
  have e11 := congrFun (congrFun hr 1) 1
  simp only [reducedFirst, Matrix.of_apply, Fin.sum_univ_two, Matrix.smul_apply,
    Matrix.one_apply, smul_eq_mul, if_true, zero_ne_one, if_false, mul_one, mul_zero]
    at e00 e01 e11
  set D := ψ (0, 0) * ψ (1, 1) - ψ (0, 1) * ψ (1, 0) with hD
  -- the determinant of the reduced density matrix is |D|²
  have hdet : D * star D = 1/4 := by
    rw [hD, star_sub, star_mul', star_mul']
    linear_combination (ψ (1, 0) * star (ψ (1, 0)) + ψ (1, 1) * star (ψ (1, 1))) * e00
      + (1/2) * e11 - (ψ (1, 0) * star (ψ (0, 0)) + ψ (1, 1) * star (ψ (0, 1))) * e01
  have hsq : ‖D‖ * ‖D‖ = 1/4 := by
    have := congrArg norm hdet
    rw [norm_mul, norm_star] at this
    rw [this]
    norm_num
  nlinarith [norm_nonneg D, sq_nonneg (2 * ‖D‖ - 1)]
```

## An Ising product state and a Dzyaloshinskii–Moriya eigenstate

For $S_{1z}S_{2z}$ the state up-up is an eigenvector at energy $\tfrac14$, and its first spin is purely up. The state down-down has the same energy, so the level is degenerate and the main theorem does not apply. The example shows that being a unit eigenvector is not enough for the conclusion.

```lean
/-- The Ising coupling `S1z S2z` has the product state up-up as a unit eigenvector, and the
first spin is then in the pure state up. -/
theorem ising_product_eigenstate :
    star (twoSpin 1 0 0 0) ⬝ᵥ twoSpin 1 0 0 0 = 1 ∧
    exchange !![0, 0, 0; 0, 0, 0; 0, 0, 1] *ᵥ twoSpin 1 0 0 0 =
      (1/4 : ℂ) • twoSpin 1 0 0 0 ∧
    reducedFirst (twoSpin 1 0 0 0) = !![1, 0; 0, 0] := by
  refine ⟨?_, ?_, ?_⟩
  · simp [dotProduct, Fintype.sum_prod_type, twoSpin]
  · apply state_ext <;> rw [exchange_mulVec_apply] <;>
      simp [spin, twoSpin, Fin.sum_univ_three]
    norm_num
  · ext i j
    fin_cases i <;> fin_cases j <;> simp [reducedFirst, twoSpin]
```

The coupling $S_{1x}S_{2y}-S_{1y}S_{2x}$ shows that the hypothesis can be met. It sends amplitudes $\varphi_{ij}$ to $\tfrac i2\varphi_{10}$ on up-down, $-\tfrac i2\varphi_{01}$ on down-up, and zero on the other two; this is `key`. At energy $\tfrac12$ the eigenvalue equation forces $\varphi_{00}=\varphi_{11}=0$ and $\varphi_{01}=i\varphi_{10}$, which leaves one free amplitude. The normalised solution used here has $\psi_{01}=\tfrac{1+i}2$ and $\psi_{10}=\tfrac{1-i}2$, and any other solution is $\varphi_{10}(1+i)$ times it.

```lean
/-- The Dzyaloshinskii–Moriya coupling `S1x S2y - S1y S2x` has an explicit nondegenerate
eigenstate at energy 1/2. -/
theorem dzyaloshinskiiMoriya_witness :
    IsNondegenerateEigenstate (exchange !![0, 1, 0; -1, 0, 0; 0, 0, 0]) (1/2)
      (twoSpin 0 ((1 + Complex.I)/2) ((1 - Complex.I)/2) 0) := by
  -- up-down and down-up go to multiples of each other, up-up and down-down to zero
  have key : ∀ φ : Fin 2 × Fin 2 → ℂ, exchange !![0, 1, 0; -1, 0, 0; 0, 0, 0] *ᵥ φ =
      twoSpin 0 (Complex.I/2 * φ (1, 0)) (-Complex.I/2 * φ (0, 1)) 0 := by
    intro φ
    apply state_ext <;> rw [exchange_mulVec_apply] <;>
      simp [-mul_eq_zero, -mul_eq_mul_right_iff, -mul_eq_mul_left_iff, spin, twoSpin,
        Fin.sum_univ_three] <;> ring
  refine ⟨?_, ?_, ?_⟩
  · have h2 : (starRingEnd ℂ) 2 = 2 := Complex.ext (by simp) (by simp)
    simp [h2, dotProduct, Fintype.sum_prod_type, twoSpin]
    linear_combination (-1/2) * Complex.I_sq
  · rw [key]
    apply state_ext
    · simp [twoSpin]
    · change Complex.I/2 * ((1 - Complex.I)/2) = ((1/2 : ℝ) : ℂ) * ((1 + Complex.I)/2)
      push_cast
      linear_combination (-1/4) * Complex.I_sq
    · change -Complex.I/2 * ((1 + Complex.I)/2) = ((1/2 : ℝ) : ℂ) * ((1 - Complex.I)/2)
      push_cast
      linear_combination (-1/4) * Complex.I_sq
    · simp [twoSpin]
  · intro φ hφ
    rw [key] at hφ
    have h00 : (0 : ℂ) = ((1/2 : ℝ) : ℂ) * φ (0, 0) := congrFun hφ (0, 0)
    have h01 : Complex.I/2 * φ (1, 0) = ((1/2 : ℝ) : ℂ) * φ (0, 1) := congrFun hφ (0, 1)
    have h11 : (0 : ℂ) = ((1/2 : ℝ) : ℂ) * φ (1, 1) := congrFun hφ (1, 1)
    push_cast at h00 h01 h11
    refine ⟨φ (1, 0) * (1 + Complex.I), ?_⟩
    apply state_ext
    · change φ (0, 0) = φ (1, 0) * (1 + Complex.I) * 0
      linear_combination (-2) * h00
    · change φ (0, 1) = φ (1, 0) * (1 + Complex.I) * ((1 + Complex.I)/2)
      linear_combination (-2) * h01 - (φ (1, 0)/2) * Complex.I_sq
    · change φ (1, 0) = φ (1, 0) * (1 + Complex.I) * ((1 - Complex.I)/2)
      linear_combination (φ (1, 0)/2) * Complex.I_sq
    · change φ (1, 1) = φ (1, 0) * (1 + Complex.I) * 0
      linear_combination (-2) * h11

end

end AnisotropicDimerEntanglement
```

```lean
#print axioms AnisotropicDimerEntanglement.nondegenerate_maximally_entangled
-- 'AnisotropicDimerEntanglement.nondegenerate_maximally_entangled' depends on axioms: [propext, Classical.choice, Quot.sound]
#print axioms AnisotropicDimerEntanglement.nondegenerate_concurrence
-- 'AnisotropicDimerEntanglement.nondegenerate_concurrence' depends on axioms: [propext, Classical.choice, Quot.sound]
#print axioms AnisotropicDimerEntanglement.ising_product_eigenstate
-- 'AnisotropicDimerEntanglement.ising_product_eigenstate' depends on axioms: [propext, Classical.choice, Quot.sound]
```
